# Label Permutation and Determinant Identify Each Point-Group Operation Exactly When the Distinct Points Span at Least Two Dimensions

Reflect a rigid water molecule in its own plane and no nucleus moves. The permutation of the nuclei cannot tell this reflection from the identity, but the determinant can: it is $-1$ for the reflection and $+1$ for the identity. Rotate carbon dioxide about its axis and again no nucleus moves, but now the determinant is $+1$ as well. When do permutation and determinant together identify the operation?

Let $x_i\in\mathbb R^3$ be the position of the point labelled $i$, measured from a fixed centre at the origin. The label set `ι` is arbitrary and may be infinite.

```lean
import Mathlib

open Matrix

namespace PermutationInversion

noncomputable section

variable {ι : Type*} {x : ι → Fin 3 → ℝ}
```

## Operations and their label permutations

A matrix $M$ realises the permutation $\sigma$ if $Mx_i=x_{\sigma(i)}$ for every $i$. All points count as alike; chemical species are not recorded.

```lean
/-- The matrix `M` moves each labelled point `x i` to the place of the point `x (σ i)`. -/
def Permutes (x : ι → Fin 3 → ℝ) (M : Matrix (Fin 3) (Fin 3) ℝ) (σ : Equiv.Perm ι) : Prop :=
  ∀ i, M *ᵥ x i = x (σ i)
```

If $M$ realises $\sigma$ and $N$ realises $\tau$, then $MNx_i=Mx_{\tau(i)}=x_{\sigma(\tau(i))}$. The right-hand factor acts first, for matrices and permutations alike.

```lean
/-- Carrying out two symmetry operations in succession composes their label permutations. -/
theorem Permutes.mul {M N : Matrix (Fin 3) (Fin 3) ℝ} {σ τ : Equiv.Perm ι}
    (hM : Permutes x M σ) (hN : Permutes x N τ) : Permutes x (M * N) (σ * τ) := by
  intro i
  have h := hM (τ i)
  rw [← hN i, Matrix.mulVec_mulVec] at h
  exact h
```

The identity realises the trivial permutation. If $A$ realises $\sigma$, then $x_i=Ax_{\sigma^{-1}(i)}$, so $A^{-1}x_i=x_{\sigma^{-1}(i)}$. The orthogonal matrices that permute the points therefore form a subgroup of $O(3)$, the point group.

```lean
/-- The point group: all orthogonal maps that permute the labelled points. -/
def pointGroup (x : ι → Fin 3 → ℝ) : Subgroup (Matrix.orthogonalGroup (Fin 3) ℝ) where
  carrier := {A | ∃ σ : Equiv.Perm ι, Permutes x A.1 σ}
  one_mem' := ⟨1, fun i => Matrix.one_mulVec (x i)⟩
  mul_mem' := by
    rintro A B ⟨σ, hA⟩ ⟨τ, hB⟩
    exact ⟨σ * τ, hA.mul hB⟩
  inv_mem' := by
    rintro A ⟨σ, hA⟩
    refine ⟨σ⁻¹, fun i => ?_⟩
    have hi : (A⁻¹).1 * A.1 = 1 := congrArg Subtype.val (inv_mul_cancel A)
    have h := hA (σ⁻¹ i)
    have hσ : σ (σ⁻¹ i) = i := Equiv.apply_symm_apply σ i
    rw [hσ] at h
    calc (A⁻¹).1 *ᵥ x i = (A⁻¹).1 *ᵥ (A.1 *ᵥ x (σ⁻¹ i)) := by rw [h]
      _ = x (σ⁻¹ i) := by rw [Matrix.mulVec_mulVec, hi, Matrix.one_mulVec]
```

An orthogonal matrix with a permutation it realises gives an element of this group.

```lean
/-- An orthogonal matrix that permutes the points, regarded as an element of the point group. -/
def symmetryOp {M : Matrix (Fin 3) (Fin 3) ℝ} {σ : Equiv.Perm ι}
    (hM : M ∈ Matrix.orthogonalGroup (Fin 3) ℝ) (h : Permutes x M σ) : pointGroup x :=
  ⟨⟨M, hM⟩, @Exists.intro _ (fun τ => Permutes x M τ) σ h⟩
```

Conversely, each element realises some permutation, and `labelPerm` chooses one.

```lean
/-- A label permutation induced by a point-group operation. -/
def labelPerm (x : ι → Fin 3 → ℝ) (A : pointGroup x) : Equiv.Perm ι :=
  Classical.choose (p := fun σ => Permutes x A.1.1 σ) A.2
```

For distinct points the choice is forced: if $A$ realises both $\sigma$ and $\tau$, then $x_{\sigma(i)}=Ax_i=x_{\tau(i)}$, hence $\sigma=\tau$. Distinctness is the hypothesis `Function.Injective x`.

```lean
/-- For distinct points, the label permutation of `A` is the only permutation
that `A` realises. -/
theorem labelPerm_eq_iff (hx : Function.Injective x) {A : pointGroup x} {σ : Equiv.Perm ι} :
    labelPerm x A = σ ↔ Permutes x A.1.1 σ := by
  have hs : Permutes x A.1.1 (labelPerm x A) :=
    Classical.choose_spec (p := fun σ => Permutes x A.1.1 σ) A.2
  exact ⟨fun h => h ▸ hs, fun h => Equiv.ext fun i => hx ((hs i).symm.trans (h i))⟩
```

Write $\sigma_A$ for this permutation. By the composition rule and $\det(AB)=\det A\,\det B$, the map $A\mapsto(\sigma_A,\det A)$ is a homomorphism. Its second component is typed as a real number under multiplication; the values that occur are $\pm1$, as shown below. A pair $(\sigma,\pm1)$ is called a permutation-inversion: the entry $-1$ means that the relabelling is combined with an inversion of all positions through the origin.

```lean
/-- The homomorphism from the point group of distinct points to permutation-inversions,
`A ↦ (label permutation, det A)`. -/
def permInv (x : ι → Fin 3 → ℝ) (hx : Function.Injective x) :
    pointGroup x →* Equiv.Perm ι × ℝ where
  toFun A := (labelPerm x A, A.1.1.det)
  map_one' := Prod.ext ((labelPerm_eq_iff hx).2 fun i => Matrix.one_mulVec (x i))
    (Matrix.det_one (n := Fin 3) (R := ℝ))
  map_mul' A B := Prod.ext
    ((labelPerm_eq_iff hx).2
      (((labelPerm_eq_iff hx).1 rfl).mul ((labelPerm_eq_iff hx).1 rfl)))
    (Matrix.det_mul A.1.1 B.1.1)
```

## Two independent directions leave no freedom

Let $C$ be a proper rotation with $Ca=a$, $Cb=b$ and $a\times b\neq0$. Every $3\times3$ matrix satisfies
$$C^{T}\big((Ca)\times(Cb)\big)=(\det C)\,(a\times b),$$
which Lean checks component by component. Here it gives $C^T(a\times b)=a\times b$, and multiplying by $C$ gives $C(a\times b)=a\times b$.

Let $P$ have rows $a$, $b$, $a\times b$. Then $\det P=|a\times b|^2\neq0$, and since $C$ fixes each row, $PC^T=P$. Cancelling $P$ leaves $C^T=1$, so $C=1$.

```lean
/-- A proper rotation that fixes two vectors with non-zero cross product is the identity. -/
theorem rotation_eq_one {C : Matrix (Fin 3) (Fin 3) ℝ} {a b : Fin 3 → ℝ}
    (hC : C ∈ Matrix.orthogonalGroup (Fin 3) ℝ) (hd : C.det = 1)
    (ha : C *ᵥ a = a) (hb : C *ᵥ b = b) (hn : a ⨯₃ b ≠ 0) : C = 1 := by
  have hCC : C * Cᵀ = 1 := by
    have h := Matrix.mem_unitaryGroup_iff.1 hC
    rwa [Matrix.star_eq_conjTranspose, Matrix.conjTranspose_eq_transpose_of_trivial] at h
  -- the cross product is fixed as well
  have hcof : Cᵀ *ᵥ ((C *ᵥ a) ⨯₃ (C *ᵥ b)) = C.det • (a ⨯₃ b) := by
    ext i
    fin_cases i <;> simp [cross_apply, Matrix.mulVec, dotProduct, Fin.sum_univ_three,
      Matrix.det_fin_three] <;> ring
  rw [ha, hb, hd, one_smul] at hcof
  have hc : C *ᵥ (a ⨯₃ b) = a ⨯₃ b := by
    calc C *ᵥ (a ⨯₃ b) = C *ᵥ (Cᵀ *ᵥ (a ⨯₃ b)) := by rw [hcof]
      _ = a ⨯₃ b := by rw [Matrix.mulVec_mulVec, hCC, Matrix.one_mulVec]
  -- the three fixed vectors are the rows of an invertible matrix
  obtain ⟨P, hPdef⟩ : ∃ P : Matrix (Fin 3) (Fin 3) ℝ, P = Matrix.of ![a, b, a ⨯₃ b] := ⟨_, rfl⟩
  have hdet : P.det = (a ⨯₃ b) ⬝ᵥ (a ⨯₃ b) := by
    rw [hPdef]
    simp [Matrix.det_fin_three, cross_apply, dotProduct, Fin.sum_univ_three]
    ring
  have hu : IsUnit P.det := by
    rw [hdet]
    exact isUnit_iff_ne_zero.2 (mt dotProduct_self_eq_zero.1 hn)
  have hP : P * Cᵀ = P := by
    ext i k
    have hrow : (P * Cᵀ) i k = (C *ᵥ P i) k := by
      rw [Matrix.mul_apply]
      exact Finset.sum_congr rfl fun l _ => mul_comm _ _
    rw [hrow, hPdef]
    fin_cases i
    exacts [congrFun ha k, congrFun hb k, congrFun hc k]
  have hT : Cᵀ = 1 := by
    calc Cᵀ = P⁻¹ * (P * Cᵀ) := by rw [← mul_assoc, Matrix.nonsing_inv_mul P hu, one_mul]
      _ = 1 := by rw [hP, Matrix.nonsing_inv_mul P hu]
  rwa [hT, mul_one] at hCC
```

Such a pair exists among the points if their linear span has dimension at least two. Suppose instead that every $x_i\times x_j$ vanishes. If some $x_i\neq0$, then
$$0=x_i\times(x_i\times x_j)=(x_i\cdot x_j)\,x_i-(x_i\cdot x_i)\,x_j,$$
so every $x_j$ is a multiple of $x_i$. If all points are zero, this holds trivially with the zero vector. Either way the span has dimension at most one, a contradiction. The `linear_combination` steps are the components of this identity.

```lean
/-- If the points span at least two dimensions, two of them have a non-zero cross product. -/
theorem exists_cross_ne_zero
    (h : 2 ≤ Module.finrank ℝ (Submodule.span ℝ (Set.range x))) :
    ∃ i j, x i ⨯₃ x j ≠ 0 := by
  by_contra! hc
  obtain ⟨u, hu⟩ : ∃ u : Fin 3 → ℝ, ∀ j, ∃ c : ℝ, x j = c • u := by
    by_cases h0 : ∀ i, x i = 0
    · exact ⟨0, fun j => ⟨0, by simp [h0 j]⟩⟩
    obtain ⟨i, hi⟩ := not_forall.1 h0
    refine ⟨x i, fun j => ⟨(x i ⬝ᵥ x j) / (x i ⬝ᵥ x i), ?_⟩⟩
    have hn : x i ⬝ᵥ x i ≠ 0 := mt dotProduct_self_eq_zero.1 hi
    have e0 : x i 1 * x j 2 - x i 2 * x j 1 = 0 := by
      simpa [cross_apply] using congrFun (hc i j) 0
    have e1 : x i 2 * x j 0 - x i 0 * x j 2 = 0 := by
      simpa [cross_apply] using congrFun (hc i j) 1
    have e2 : x i 0 * x j 1 - x i 1 * x j 0 = 0 := by
      simpa [cross_apply] using congrFun (hc i j) 2
    ext k
    rw [Pi.smul_apply, smul_eq_mul, div_mul_eq_mul_div, eq_div_iff hn]
    simp only [dotProduct, Fin.sum_univ_three]
    fin_cases k
    · change x j 0 * _ = _ * x i 0
      linear_combination x i 2 * e1 - x i 1 * e2
    · change x j 1 * _ = _ * x i 1
      linear_combination x i 0 * e2 - x i 2 * e0
    · change x j 2 * _ = _ * x i 2
      linear_combination x i 1 * e0 - x i 0 * e1
  have hle : Submodule.span ℝ (Set.range x) ≤ Submodule.span ℝ {u} := by
    refine Submodule.span_le.2 ?_
    rintro _ ⟨j, rfl⟩
    obtain ⟨c, hj⟩ := hu j
    exact Submodule.mem_span_singleton.2 ⟨c, hj.symm⟩
  have h1 : Module.finrank ℝ (Submodule.span ℝ {u}) ≤ 1 :=
    (finrank_span_le_card _).trans (by simp)
  have h2 := Submodule.finrank_mono hle
  omega
```

## On an axis, a half-turn goes unnoticed

If the span has dimension at most one, all points are multiples of one vector $v$. For $v\neq0$ take $u=v/|v|$; for $v=0$ any unit vector serves, and the code takes the first coordinate direction.

```lean
/-- If the points span fewer than two dimensions, they lie on an axis through the origin. -/
theorem exists_axis (h : ¬ 2 ≤ Module.finrank ℝ (Submodule.span ℝ (Set.range x))) :
    ∃ u : Fin 3 → ℝ, u ⬝ᵥ u = 1 ∧ ∀ i, ∃ c : ℝ, x i = c • u := by
  have h1 : Module.finrank ℝ (Submodule.span ℝ (Set.range x)) ≤ 1 := by omega
  obtain ⟨v, hv⟩ := finrank_le_one_iff.1 h1
  have hv' : ∀ i, ∃ c : ℝ, x i = c • (v : Fin 3 → ℝ) := fun i => by
    obtain ⟨c, hc⟩ := hv ⟨x i, Submodule.subset_span ⟨i, rfl⟩⟩
    exact ⟨c, (congrArg Subtype.val hc).symm⟩
  by_cases h0 : (v : Fin 3 → ℝ) = 0
  · refine ⟨![1, 0, 0], by simp [dotProduct, Fin.sum_univ_three], fun i => ⟨0, ?_⟩⟩
    obtain ⟨c, hc⟩ := hv' i
    rw [hc, h0, smul_zero, zero_smul]
  -- normalise the direction vector
  have hnn : 0 ≤ (v : Fin 3 → ℝ) ⬝ᵥ (v : Fin 3 → ℝ) :=
    Finset.sum_nonneg fun k _ => mul_self_nonneg _
  have hpos := lt_of_le_of_ne hnn (Ne.symm (mt dotProduct_self_eq_zero.1 h0))
  obtain ⟨r, hr, hrs⟩ : ∃ r : ℝ, r ≠ 0 ∧ (v : Fin 3 → ℝ) ⬝ᵥ (v : Fin 3 → ℝ) = r * r :=
    ⟨_, (Real.sqrt_pos.2 hpos).ne', (Real.mul_self_sqrt hnn).symm⟩
  refine ⟨r⁻¹ • (v : Fin 3 → ℝ), ?_, fun i => ?_⟩
  · rw [smul_dotProduct, dotProduct_smul, hrs, smul_eq_mul, smul_eq_mul]
    field_simp
  · obtain ⟨c, hc⟩ := hv' i
    exact ⟨c * r, by rw [smul_smul, mul_assoc, mul_inv_cancel₀ hr, mul_one]; exact hc⟩
```

The half-turn about $u$ is $H_u=2uu^T-1$.

```lean
/-- The matrix `2 u uᵀ - 1`; for a unit vector `u` it is the half-turn about `u`. -/
def halfTurn (u : Fin 3 → ℝ) : Matrix (Fin 3) (Fin 3) ℝ := 2 • Matrix.vecMulVec u u - 1
```

It is symmetric, and $(uu^T)^2=uu^T$ gives $H_u^2=4uu^T-4uu^T+1=1$, so it is orthogonal. Its determinant is $2|u|^2-1=1$. Its trace is $2-3=-1$, not $3$, so it is not the identity. On a vector it acts as $H_uv=2(u\cdot v)u-v$.

```lean
/-- For a unit vector `u`, the half-turn is a proper rotation different from the identity,
and it sends `v` to `2 (u · v) u - v`. -/
theorem halfTurn_spec {u : Fin 3 → ℝ} (hu : u ⬝ᵥ u = 1) :
    halfTurn u ∈ Matrix.orthogonalGroup (Fin 3) ℝ ∧ (halfTurn u).det = 1 ∧ halfTurn u ≠ 1 ∧
      ∀ v, halfTurn u *ᵥ v = (2 * (u ⬝ᵥ v)) • u - v := by
  have hs : u 0 * u 0 + u 1 * u 1 + u 2 * u 2 = 1 := by
    simpa only [dotProduct, Fin.sum_univ_three] using hu
  have e : ∀ i j, halfTurn u i j = 2 * (u i * u j) - if i = j then 1 else 0 := fun i j => by
    rw [halfTurn, Matrix.sub_apply, Matrix.smul_apply, Matrix.vecMulVec_apply,
      Matrix.one_apply, nsmul_eq_mul, Nat.cast_ofNat]
  refine ⟨Matrix.mem_unitaryGroup_iff.2 ?_, ?_, fun h => ?_, fun v => ?_⟩
  · have hstar : star (halfTurn u) = halfTurn u := by
      ext i j
      rw [Matrix.star_apply, star_trivial, e, e]
      simp only [mul_comm (u j) (u i), eq_comm (a := j) (b := i)]
    have hP : Matrix.vecMulVec u u * Matrix.vecMulVec u u = Matrix.vecMulVec u u := by
      ext i j
      simp only [Matrix.mul_apply, Matrix.vecMulVec_apply, Fin.sum_univ_three]
      linear_combination (u i * u j) * hs
    rw [hstar]
    calc halfTurn u * halfTurn u
        = 4 • (Matrix.vecMulVec u u * Matrix.vecMulVec u u) - 4 • Matrix.vecMulVec u u + 1 := by
          unfold halfTurn
          noncomm_ring
      _ = 1 := by rw [hP, sub_self, zero_add]
  · rw [Matrix.det_fin_three]
    simp only [e, Fin.reduceEq, eq_self, ↓reduceIte]
    linear_combination 2 * hs
  · -- compare the diagonal entries
    have hd : ∀ i, 2 * (u i * u i) - 1 = (1 : ℝ) := fun i => by
      have hi := congrFun (congrFun h i) i
      rwa [e, if_pos rfl, Matrix.one_apply_eq] at hi
    linarith [hd 0, hd 1, hd 2]
  · ext i
    fin_cases i <;> simp [e, Matrix.mulVec, dotProduct, Fin.sum_univ_three] <;> ring
```

## The criterion for faithfulness

Suppose first that the span has dimension below two. Each $x_i=cu$ obeys $H_ux_i=2cu-cu=x_i$, so $H_u$ and the identity share the image $(1,1)$, and the map is not injective.

Suppose now that the dimension is at least two, and that $A$ maps to $(1,1)$. Then $A$ is a proper rotation fixing every point, including two with non-zero cross product, so $A=1$. A homomorphism from a group with trivial kernel is injective.

In the theorem, `Module.finrank` of the `Submodule.span` is the dimension of the linear span, so the origin matters. With the origin at the centre of mass, dimension at least two means that the molecule is nonlinear. For such a molecule, let the $x_i$ be the equilibrium positions of the nuclei. The point group is then isomorphic to its permutation-inversion image, so the symmetry labels of vibrational states about this equilibrium can be carried from one to the other; tunnelling between configurations lies beyond this model. If the permutations must also preserve the chemical species, the point group is replaced by a subgroup, and the criterion stays the same, because the half-turn used above moves no point.

```lean
/-- For distinct labelled points, the map `A ↦ (label permutation, det A)` is injective on the
point group exactly when the points span at least two dimensions. -/
theorem permInv_injective_iff (hx : Function.Injective x) :
    Function.Injective (permInv x hx) ↔
      2 ≤ Module.finrank ℝ (Submodule.span ℝ (Set.range x)) := by
  constructor
  · intro hinj
    by_contra h2
    -- the half-turn about the common axis moves no point
    obtain ⟨u, hu, hax⟩ := exists_axis h2
    obtain ⟨ho, hd, hne, hv⟩ := halfTurn_spec hu
    have hp : Permutes x (halfTurn u) 1 := fun i => by
      obtain ⟨c, hc⟩ := hax i
      change halfTurn u *ᵥ x i = x i
      rw [hv, hc, dotProduct_smul, hu, smul_eq_mul, mul_one, two_mul, add_smul,
        add_sub_cancel_right]
    have h1 : permInv x hx (symmetryOp ho hp) = 1 :=
      Prod.ext ((labelPerm_eq_iff hx).2 hp) hd
    have h3 : symmetryOp ho hp = 1 := hinj (h1.trans (map_one _).symm)
    exact hne (congrArg (fun A : pointGroup x => A.1.1) h3)
  · intro h2
    rw [injective_iff_map_eq_one]
    intro A hA
    have hp : Permutes x A.1.1 1 := (labelPerm_eq_iff hx).1 (congrArg Prod.fst hA)
    have hd : A.1.1.det = 1 := congrArg Prod.snd hA
    obtain ⟨i, j, hij⟩ := exists_cross_ne_zero h2
    exact Subtype.ext (Subtype.ext (rotation_eq_one A.1.2 hd (hp i) (hp j) hij))
```

## Which permutation-inversions occur

Inversion turns an orthogonal $M$ into $-M$, with $(-M)(-M)^T=MM^T=1$ and $\det(-M)=(-1)^3\det M=-\det M$.

```lean
/-- Following an orthogonal map of space by inversion gives an orthogonal map with the
opposite determinant. -/
theorem neg_orthogonal {M : Matrix (Fin 3) (Fin 3) ℝ}
    (hM : M ∈ Matrix.orthogonalGroup (Fin 3) ℝ) :
    -M ∈ Matrix.orthogonalGroup (Fin 3) ℝ ∧ (-M).det = -M.det := by
  refine ⟨Matrix.mem_unitaryGroup_iff.2 ?_, ?_⟩
  · rw [star_neg, neg_mul_neg]
    exact Matrix.mem_unitaryGroup_iff.1 hM
  · rw [Matrix.det_neg, Fintype.card_fin]
    ring
```

If $A$ maps to $(\sigma,\varepsilon)$, then $AA^T=1$ gives $\varepsilon^2=1$. The matrix $R=\varepsilon A$ has determinant $\varepsilon^3\varepsilon=1$ and satisfies $Rx_i=\varepsilon x_{\sigma(i)}$. Conversely, from such a proper rotation $R$ one recovers $A=\varepsilon R$. So a pair occurs exactly when relabelling, with inversion if $\varepsilon=-1$, yields a properly rotated copy of the original configuration.

```lean
/-- For distinct points, `(σ, ε)` comes from the point group exactly when `ε = ±1` and a proper
rotation carries each `x i` to `ε x (σ i)`. -/
theorem permInv_range (hx : Function.Injective x) (σ : Equiv.Perm ι) (ε : ℝ) :
    (∃ A, permInv x hx A = (σ, ε)) ↔ (ε = 1 ∨ ε = -1) ∧
      ∃ R ∈ Matrix.orthogonalGroup (Fin 3) ℝ, R.det = 1 ∧ ∀ i, R *ᵥ x i = ε • x (σ i) := by
  constructor
  · rintro ⟨A, hA⟩
    have hp : Permutes x A.1.1 σ := (labelPerm_eq_iff hx).1 (congrArg Prod.fst hA)
    have hd : A.1.1.det = ε := congrArg Prod.snd hA
    have hsq : ε * ε = 1 := by
      have h := congrArg Matrix.det (Matrix.mem_unitaryGroup_iff.1 A.1.2)
      rwa [Matrix.det_mul, Matrix.star_eq_conjTranspose, Matrix.det_conjTranspose,
        star_trivial, Matrix.det_one, hd] at h
    have hε := mul_self_eq_one_iff.1 hsq
    refine ⟨hε, ?_⟩
    rcases hε with h | h
    · exact ⟨A.1.1, A.1.2, hd.trans h, fun i => by rw [h, one_smul]; exact hp i⟩
    · obtain ⟨ho, hdet⟩ := neg_orthogonal A.1.2
      refine ⟨-A.1.1, ho, by rw [hdet, hd, h, neg_neg], fun i => ?_⟩
      rw [Matrix.neg_mulVec, hp i, h, neg_one_smul]
  · rintro ⟨hε, R, hR, hd, h⟩
    rcases hε with rfl | rfl
    · have hp : Permutes x R σ := fun i => by rw [h i, one_smul]
      exact ⟨symmetryOp hR hp, Prod.ext ((labelPerm_eq_iff hx).2 hp) hd⟩
    · obtain ⟨ho, hdet⟩ := neg_orthogonal hR
      have hp : Permutes x (-R) σ := fun i => by
        rw [Matrix.neg_mulVec, h i, neg_one_smul, neg_neg]
      exact ⟨symmetryOp ho hp, Prod.ext ((labelPerm_eq_iff hx).2 hp) (hdet.trans (by rw [hd]))⟩
```

For points in a plane through the origin with unit normal $n$, we have $n\cdot x_i=0$, so $H_nx_i=-x_i$. The reflection $-H_n=1-2nn^T$ thus fixes every point and has determinant $-1$: its image is the pure inversion $(1,-1)$. This is the reflection of water in its own plane.

```lean
/-- If distinct points all lie in the plane through the origin with unit normal `n`, some
point-group operation has trivial label permutation and determinant `-1`. -/
theorem planar_inversion (hx : Function.Injective x) {n : Fin 3 → ℝ} (hn : n ⬝ᵥ n = 1)
    (hplane : ∀ i, n ⬝ᵥ x i = 0) : ∃ A, permInv x hx A = (1, -1) := by
  obtain ⟨ho, hd, -, hv⟩ := halfTurn_spec hn
  obtain ⟨ho', hd'⟩ := neg_orthogonal ho
  -- the reflection in the plane is the inverted half-turn about its normal
  have hp : Permutes x (-halfTurn n) 1 := fun i => by
    change (-halfTurn n) *ᵥ x i = x i
    rw [Matrix.neg_mulVec, hv, hplane i, mul_zero, zero_smul, zero_sub, neg_neg]
  exact ⟨symmetryOp ho' hp, Prod.ext ((labelPerm_eq_iff hx).2 hp) (hd'.trans (by rw [hd]))⟩

end

end PermutationInversion
```

```lean
#print axioms PermutationInversion.permInv_injective_iff
#print axioms PermutationInversion.permInv_range
#print axioms PermutationInversion.planar_inversion
```

```
'PermutationInversion.permInv_injective_iff' depends on axioms: [propext, Classical.choice, Quot.sound]
'PermutationInversion.permInv_range' depends on axioms: [propext, Classical.choice, Quot.sound]
'PermutationInversion.planar_inversion' depends on axioms: [propext, Classical.choice, Quot.sound]
```
